# Dirichlet–Neumann bracketing for the ground energy of a finite graph Hamiltonian

Take two sites with potentials $U_1,U_2$, joined by a bond of weight $w\ge 0$. The Hamiltonian is

$$H=\begin{pmatrix} w+U_1 & -w\\ -w & w+U_2\end{pmatrix},\qquad x\cdot Hx=U_1x_1^2+U_2x_2^2+w(x_1-x_2)^2 .$$

Deleting the bond removes the term $w(x_1-x_2)^2\ge 0$ and leaves two isolated sites with energies $U_1$ and $U_2$. Forcing the amplitude to vanish on one site leaves a diagonal entry, $U_1+w$ or $U_2+w$. The first change can only lower the ground energy and the second can only raise it, so

$$\min(U_1,U_2)\le E(H)\le \min(U_1,U_2)+w .$$

With $\delta=|U_1-U_2|/2$, the exact value is $E(H)=\min(U_1,U_2)+\delta+w-\sqrt{\delta^2+w^2}$. The lower bound is attained at $\delta=0$, and the upper bound is approached as $\delta\to\infty$.

## From two sites to two regions

Let $X$ be a finite set of sites with symmetric bond weights $w_{ij}=w_{ji}\ge 0$ and a real potential $U_i$. The Hamiltonian $H$ has the entries $\sum_j w_{ij}+U_i$ on the diagonal, minus the matrix $w$. Any $w_{ii}$ cancels. Write $E(A)$ for the minimum of $x\cdot Ax$ over real vectors with $x\cdot x=1$.

For a region $R\subseteq X$, the Neumann matrix $N_R$ is the Hamiltonian of the induced subgraph: bonds leaving $R$ are deleted, also from the diagonal. The Dirichlet matrix $D_R$ is the principal block of $H$, whose diagonal keeps the weights of those bonds. If $S$ and its complement $S^c$ are both nonempty, then

$$\min\big(E(N_S),E(N_{S^c})\big)\le E(H)\le\min\big(E(D_S),E(D_{S^c})\big).$$

**The minimum is an eigenvalue.** The unit sphere is compact and the quadratic form is continuous, so a minimiser $x$ exists. Scaling gives $y\cdot Ay\ge E\,y\cdot y$ for every $y$, where $E=E(A)$. For symmetric $A$, put $r=Ax-Ex$ and insert $y=x+tr$:

$$0\le 2t\,(r\cdot r)+t^2\big(r\cdot Ar-E\,r\cdot r\big)\quad\text{for all real }t .$$

A quadratic without constant term that is never negative has no linear term, so $r=0$ and $Ax=Ex$. Conversely, if $Ay=E'y$ with $y\ne0$, the bound gives $E\le E'$. Hence $E$ is the least eigenvalue.

**Cutting the energy.** Multiplying out gives

$$x\cdot Hx=\sum_{i,j}\big(w_{ij}x_i^2-w_{ij}x_ix_j\big)+\sum_iU_ix_i^2 .$$

Pairs with both sites in $S$, together with the potential on $S$, form $x_S\cdot N_Sx_S$, where $x_S$ is the restriction of $x$. The same holds for $S^c$. A cut bond appears in both orientations, and by symmetry these add up to

$$w_{ij}(x_i^2-x_ix_j)+w_{ij}(x_j^2-x_jx_i)=w_{ij}(x_i-x_j)^2 .$$

Therefore

$$x\cdot Hx=x_S\cdot N_Sx_S+x_{S^c}\cdot N_{S^c}x_{S^c}+\sum_{i\in S,\,j\in S^c}w_{ij}(x_i-x_j)^2 .$$

**Lower bound.** Let $x$ be a normalised ground state of $H$ and $m$ the smaller Neumann energy. The last sum is nonnegative, and each Neumann term is at least $m$ times the squared norm of its part, even if that part vanishes. So $E(H)\ge m(x_S\cdot x_S+x_{S^c}\cdot x_{S^c})=m$.

**Upper bound.** Let $y$ be a normalised ground state of $D_R$, with $R=S$ or $R=S^c$, and let $z$ equal $y$ on $R$ and zero elsewhere. Then $z\cdot z=1$ and $z\cdot Hz=y\cdot D_Ry=E(D_R)$, so $E(H)\le E(D_R)$.

**A negative weight can break the lower bound.** For two sites with $U_1=U_2=0$ and $w=-1$, the eigenvalues of $H$ are $0$ and $-2$, while both Neumann energies are $0$. The upper bound survives, since its derivation never used the sign of $w$.

## The Hamiltonians as Lean matrices

The type `X` holds the sites of the graph, and `n` is a general finite index type for statements about arbitrary matrices.

```lean
import Mathlib

open Matrix

namespace DirichletNeumannBracketing

noncomputable section

variable {n X : Type*} [Fintype n] [Fintype X] [DecidableEq X]
```

The ground energy is defined variationally. In the code `⬝ᵥ` is the dot product and `*ᵥ` applies a matrix to a vector.

```lean
/-- The ground energy of a real matrix on a nonempty index set: the infimum of its quadratic form
over normalised vectors. -/
def groundEnergy (A : Matrix n n ℝ) : ℝ :=
  sInf {E | ∃ x : n → ℝ, x ⬝ᵥ x = 1 ∧ x ⬝ᵥ A *ᵥ x = E}
```

The weights form a matrix `w` and the potential is a function `U`. The definition itself does not require `w` to be symmetric or nonnegative; those conditions enter as hypotheses of the theorems.

```lean
/-- The graph Hamiltonian: weighted Laplacian with bond weights `w` plus on-site potential `U`. -/
def hamiltonian (w : Matrix X X ℝ) (U : X → ℝ) : Matrix X X ℝ :=
  diagonal (fun i => ∑ j, w i j + U i) - w
```

A region is a finite set `R` of sites, and a vector on it is a function `R → ℝ`. Restriction is used for amplitudes and potentials alike.

```lean
/-- The restriction of a vector to a region. -/
def part (R : Finset X) (x : X → ℝ) : R → ℝ := fun i => x i
```

The two boundary conditions differ in the order of two operations. The Neumann matrix restricts the weights first and then builds the Hamiltonian, so its diagonal sums run only over the region.

```lean
/-- The Neumann Hamiltonian of a region: Laplacian of the induced subgraph plus potential. -/
def neumannBlock (w : Matrix X X ℝ) (U : X → ℝ) (R : Finset X) : Matrix R R ℝ :=
  hamiltonian (w.submatrix Subtype.val Subtype.val) (part R U)
```

The Dirichlet matrix builds the Hamiltonian first and then restricts it, so bonds to the outside still count on the diagonal.

```lean
/-- The Dirichlet Hamiltonian of a region: the principal block of the full Hamiltonian. -/
def dirichletBlock (w : Matrix X X ℝ) (U : X → ℝ) (R : Finset X) : Matrix R R ℝ :=
  (hamiltonian w U).submatrix Subtype.val Subtype.val
```

## Ground states and eigenvalues

The next theorem supplies the minimiser and the bound for unnormalised vectors, and it needs no symmetry. Each component of a unit vector has absolute value at most one, so the sphere is a closed subset of a compact ball, and `exists_isMinOn` yields the minimum. A nonzero `y` is then divided by its norm `r`; the zero vector is treated separately.

```lean
/-- The ground energy is attained by a normalised vector, and it bounds the quadratic form of
every vector from below. -/
theorem exists_ground_state [Nonempty n] (A : Matrix n n ℝ) :
    ∃ x : n → ℝ, x ⬝ᵥ x = 1 ∧ x ⬝ᵥ A *ᵥ x = groundEnergy A ∧
      ∀ y : n → ℝ, groundEnergy A * (y ⬝ᵥ y) ≤ y ⬝ᵥ A *ᵥ y := by
  classical
  -- the unit sphere is compact
  have hK : IsCompact {x : n → ℝ | x ⬝ᵥ x = 1} := by
    refine (isCompact_closedBall (0 : n → ℝ) 1).of_isClosed_subset
      (isClosed_eq (by simp only [dotProduct]; fun_prop) continuous_const) ?_
    intro x hx
    rw [mem_closedBall_zero_iff, pi_norm_le_iff_of_nonneg zero_le_one]
    intro i
    have h : x i * x i ≤ x ⬝ᵥ x :=
      Finset.single_le_sum (f := fun i => x i * x i)
        (fun j _ => mul_self_nonneg (x j)) (Finset.mem_univ i)
    have hx1 : x ⬝ᵥ x = 1 := hx
    rw [Real.norm_eq_abs, abs_le]
    constructor <;> nlinarith
  have hc : Continuous fun x : n → ℝ => x ⬝ᵥ A *ᵥ x := by
    simp only [dotProduct, mulVec]
    fun_prop
  obtain ⟨x, hx, hmin⟩ := hK.exists_isMinOn
    ⟨Pi.single (Classical.arbitrary n) 1, by simp⟩ hc.continuousOn
  have hE : groundEnergy A = x ⬝ᵥ A *ᵥ x := by
    refine IsLeast.csInf_eq ⟨⟨x, hx, rfl⟩, ?_⟩
    rintro E ⟨y, hy, rfl⟩
    exact hmin hy
  refine ⟨x, hx, hE.symm, fun y => ?_⟩
  by_cases hy : y = 0
  · simp [hy]
  have hpos : 0 < y ⬝ᵥ y := lt_of_le_of_ne
    (Finset.sum_nonneg fun i _ => mul_self_nonneg (y i))
    (Ne.symm (mt dotProduct_self_eq_zero.1 hy))
  -- normalise the trial vector
  obtain ⟨r, hr, hrr⟩ : ∃ r : ℝ, 0 < r ∧ r * r = y ⬝ᵥ y :=
    ⟨√(y ⬝ᵥ y), Real.sqrt_pos.2 hpos, Real.mul_self_sqrt hpos.le⟩
  have hz : (r⁻¹ • y) ⬝ᵥ (r⁻¹ • y) = 1 := by
    rw [smul_dotProduct, dotProduct_smul, smul_eq_mul, smul_eq_mul, ← hrr]
    field_simp
  have h : x ⬝ᵥ A *ᵥ x ≤ (r⁻¹ • y) ⬝ᵥ A *ᵥ (r⁻¹ • y) := hmin hz
  rw [mulVec_smul, smul_dotProduct, dotProduct_smul, smul_eq_mul, smul_eq_mul] at h
  rw [hE, ← hrr]
  calc _ ≤ r⁻¹ * (r⁻¹ * (y ⬝ᵥ A *ᵥ y)) * (r * r) :=
        mul_le_mul_of_nonneg_right h (by positivity)
    _ = _ := by field_simp
```

For a symmetric matrix, `IsLeast` says that the ground energy belongs to the set of eigenvalues and is a lower bound for it. The first half is the variation along the residual `r`: `discrim_le_zero` turns nonnegativity for all `t` into a bound on the discriminant, here $4(r\cdot r)^2\le 0$. The second half inserts an eigenvector into the bound. With `w` symmetric, every matrix in the bracketing inequality is symmetric, so its energies are least eigenvalues.

```lean
/-- For a real symmetric matrix the ground energy is the smallest eigenvalue. -/
theorem groundEnergy_isLeast [Nonempty n] {A : Matrix n n ℝ} (hA : A.IsSymm) :
    IsLeast {E : ℝ | ∃ x : n → ℝ, x ≠ 0 ∧ A *ᵥ x = E • x} (groundEnergy A) := by
  obtain ⟨x, hx1, hx2, hall⟩ := exists_ground_state A
  constructor
  · refine ⟨x, by rintro rfl; simp at hx1, ?_⟩
    -- vary the minimiser along the residual r
    obtain ⟨r, hr⟩ : ∃ r, r = A *ᵥ x - groundEnergy A • x := ⟨_, rfl⟩
    have hrr : r ⬝ᵥ r = r ⬝ᵥ A *ᵥ x - groundEnergy A * (r ⬝ᵥ x) := by
      calc r ⬝ᵥ r = r ⬝ᵥ (A *ᵥ x - groundEnergy A • x) := by rw [← hr]
        _ = _ := by rw [dotProduct_sub, dotProduct_smul, smul_eq_mul]
    have hs : x ⬝ᵥ A *ᵥ r = r ⬝ᵥ A *ᵥ x := by
      rw [dotProduct_mulVec, ← mulVec_transpose, hA.eq, dotProduct_comm]
    have hc : x ⬝ᵥ r = r ⬝ᵥ x := dotProduct_comm x r
    have hd := discrim_le_zero (a := r ⬝ᵥ A *ᵥ r - groundEnergy A * (r ⬝ᵥ r))
      (b := 2 * (r ⬝ᵥ r)) (c := 0) (fun t => by
        have h := hall (x + t • r)
        simp only [mulVec_add, mulVec_smul, add_dotProduct, dotProduct_add, smul_dotProduct,
          dotProduct_smul, smul_eq_mul] at h
        linear_combination h + hx2 - groundEnergy A * hx1 + t * hs - 2 * t * hrr
          - groundEnergy A * t * hc)
    unfold discrim at hd
    have h0 : r ⬝ᵥ r = 0 :=
      (pow_eq_zero_iff two_ne_zero).1 (le_antisymm (by nlinarith) (sq_nonneg _))
    exact sub_eq_zero.1 (hr.symm.trans (dotProduct_self_eq_zero.1 h0))
  · rintro E ⟨y, hy, hE⟩
    have h := hall y
    rw [hE, dotProduct_smul, smul_eq_mul] at h
    exact le_of_mul_le_mul_right h (lt_of_le_of_ne
      (Finset.sum_nonneg fun i _ => mul_self_nonneg (y i))
      (Ne.symm (mt dotProduct_self_eq_zero.1 hy)))
```

## Splitting the energy at the cut

The quadratic form is first written as a double sum over ordered pairs of sites.

```lean
/-- The energy of a vector written as a sum over pairs of sites plus the potential energy. -/
theorem energy_eq (w : Matrix X X ℝ) (U x : X → ℝ) : x ⬝ᵥ hamiltonian w U *ᵥ x =
    ∑ i, ∑ j, (w i j * x i ^ 2 - x i * (w i j * x j)) + ∑ i, U i * x i ^ 2 := by
  rw [← Finset.sum_add_distrib]
  refine Finset.sum_congr rfl fun i _ => ?_
  have e : (w *ᵥ x) i = ∑ j, w i j * x j := rfl
  rw [hamiltonian, sub_mulVec, Pi.sub_apply, mulVec_diagonal, e, Finset.sum_sub_distrib,
    ← Finset.sum_mul, ← Finset.mul_sum]
  ring
```

The splitting identity follows. Inside the proof, `hb` writes the energy of a Neumann matrix as a sum over its region, `hs` divides a double sum into four blocks, and `hc` joins the two mixed blocks into squares. Symmetry of the weights is used only in `hc`.

```lean
/-- For symmetric weights, cutting the graph splits the energy into the two Neumann energies and the
energy of the cut bonds. -/
theorem energy_split {w : Matrix X X ℝ} (hw : w.IsSymm) (U x : X → ℝ) (S : Finset X) :
    x ⬝ᵥ hamiltonian w U *ᵥ x = part S x ⬝ᵥ neumannBlock w U S *ᵥ part S x +
      part Sᶜ x ⬝ᵥ neumannBlock w U Sᶜ *ᵥ part Sᶜ x +
      ∑ i ∈ S, ∑ j ∈ Sᶜ, w i j * (x i - x j) ^ 2 := by
  have hb : ∀ R : Finset X, part R x ⬝ᵥ neumannBlock w U R *ᵥ part R x =
      ∑ i ∈ R, ∑ j ∈ R, (w i j * x i ^ 2 - x i * (w i j * x j)) + ∑ i ∈ R, U i * x i ^ 2 := by
    intro R
    rw [neumannBlock, energy_eq]
    simp only [← Finset.sum_coe_sort R, submatrix_apply, part]
  have hs : ∀ g : X → X → ℝ, ∑ i, ∑ j, g i j =
      (∑ i ∈ S, ∑ j ∈ S, g i j + ∑ i ∈ S, ∑ j ∈ Sᶜ, g i j) +
      (∑ i ∈ Sᶜ, ∑ j ∈ S, g i j + ∑ i ∈ Sᶜ, ∑ j ∈ Sᶜ, g i j) := by
    intro g
    simp only [← Finset.sum_add_distrib, Finset.sum_add_sum_compl]
  -- the two orientations of a cut bond combine to a square
  have hc : ∑ i ∈ S, ∑ j ∈ Sᶜ, (w i j * x i ^ 2 - x i * (w i j * x j)) +
      ∑ i ∈ Sᶜ, ∑ j ∈ S, (w i j * x i ^ 2 - x i * (w i j * x j)) =
      ∑ i ∈ S, ∑ j ∈ Sᶜ, w i j * (x i - x j) ^ 2 := by
    rw [Finset.sum_comm (s := Sᶜ) (t := S)]
    simp only [← Finset.sum_add_distrib]
    refine Finset.sum_congr rfl fun i _ => Finset.sum_congr rfl fun j _ => ?_
    rw [hw.apply i j]
    ring
  rw [energy_eq, hb, hb, hs, ← hc, ← Finset.sum_add_sum_compl S (fun i => U i * x i ^ 2)]
  ring
```

## The two bounds

The Dirichlet side holds for the principal blocks of any real matrix. The vector `z` is the extension by zero; `hz` reduces dot products with `z` to the region, and `hAz` identifies the restriction of `A *ᵥ z` with the block acting on `y`.

```lean
/-- Restricting a matrix to a nonempty principal block cannot lower the ground energy. -/
theorem groundEnergy_le_block (A : Matrix X X ℝ) {R : Finset X} (hR : R.Nonempty) :
    groundEnergy A ≤ groundEnergy (A.submatrix (Subtype.val : R → X) Subtype.val) := by
  have : Nonempty R := ⟨⟨_, hR.choose_spec⟩⟩
  have : Nonempty X := ⟨hR.choose⟩
  obtain ⟨y, hy1, hy2, -⟩ := exists_ground_state (A.submatrix (Subtype.val : R → X) Subtype.val)
  obtain ⟨-, -, -, hall⟩ := exists_ground_state A
  -- extend the block ground state by zero
  obtain ⟨z, h1, h0⟩ : ∃ z : X → ℝ, (∀ i : R, z i = y i) ∧ ∀ i, i ∉ R → z i = 0 :=
    ⟨fun i => if h : i ∈ R then y ⟨i, h⟩ else 0, fun i => by simp, fun i hi => by simp [hi]⟩
  have hz : ∀ f : X → ℝ, z ⬝ᵥ f = y ⬝ᵥ (fun i : R => f i) := by
    intro f
    have e : ∑ i ∈ Rᶜ, z i * f i = 0 := Finset.sum_eq_zero fun i hi => by
      rw [h0 i (Finset.mem_compl.1 hi), zero_mul]
    calc z ⬝ᵥ f = ∑ i ∈ R, z i * f i + ∑ i ∈ Rᶜ, z i * f i :=
          (Finset.sum_add_sum_compl R _).symm
      _ = ∑ i : R, z i * f i := by rw [e, add_zero, ← Finset.sum_coe_sort R]
      _ = _ := Finset.sum_congr rfl fun i _ => by rw [h1]
  have hAz : (fun i : R => (A *ᵥ z) i) = A.submatrix Subtype.val Subtype.val *ᵥ y := by
    funext i
    change A i ⬝ᵥ z = (fun j : R => A i j) ⬝ᵥ y
    rw [dotProduct_comm, hz, dotProduct_comm]
  have h := hall z
  rwa [hz z, hz (A *ᵥ z), hAz, funext h1, hy1, hy2, mul_one] at h
```

The final theorem assumes symmetric weights (`hw`), nonnegative weights (`hpos`) and two nonempty regions (`hS`, `hT`). An empty region would have no normalised vector to minimise over. The upper bound applies the preceding theorem twice. For the lower bound, `hb` gives the estimate on each region, `hcut` the sign of the cut energy and `hn` the splitting of the norm; `linarith` combines them with `energy_split`.

```lean
/-- Dirichlet-Neumann bracketing: for symmetric nonnegative weights and two nonempty parts, the
ground energy of a graph Hamiltonian lies between the smaller Neumann and the smaller Dirichlet
ground energy of the two parts. -/
theorem bracketing {w : Matrix X X ℝ} (hw : w.IsSymm) (hpos : ∀ i j, 0 ≤ w i j) (U : X → ℝ)
    {S : Finset X} (hS : S.Nonempty) (hT : Sᶜ.Nonempty) :
    min (groundEnergy (neumannBlock w U S)) (groundEnergy (neumannBlock w U Sᶜ))
        ≤ groundEnergy (hamiltonian w U) ∧
      groundEnergy (hamiltonian w U) ≤
        min (groundEnergy (dirichletBlock w U S)) (groundEnergy (dirichletBlock w U Sᶜ)) := by
  refine ⟨?_, le_min (groundEnergy_le_block _ hS) (groundEnergy_le_block _ hT)⟩
  have : Nonempty X := ⟨hS.choose⟩
  obtain ⟨x, hx1, hx2, -⟩ := exists_ground_state (hamiltonian w U)
  obtain ⟨m, hm⟩ : ∃ m, m = min (groundEnergy (neumannBlock w U S))
    (groundEnergy (neumannBlock w U Sᶜ)) := ⟨_, rfl⟩
  rw [← hm]
  have hb : ∀ R : Finset X, R.Nonempty → m ≤ groundEnergy (neumannBlock w U R) →
      m * (part R x ⬝ᵥ part R x) ≤ part R x ⬝ᵥ neumannBlock w U R *ᵥ part R x := by
    intro R hR h
    have : Nonempty R := ⟨⟨_, hR.choose_spec⟩⟩
    obtain ⟨-, -, -, hy⟩ := exists_ground_state (neumannBlock w U R)
    have h0 : 0 ≤ part R x ⬝ᵥ part R x :=
      Finset.sum_nonneg fun i _ => mul_self_nonneg (part R x i)
    exact le_trans (mul_le_mul_of_nonneg_right h h0) (hy _)
  have h1 := hb S hS (hm.trans_le (min_le_left _ _))
  have h2 := hb Sᶜ hT (hm.trans_le (min_le_right _ _))
  -- the cut bonds carry nonnegative energy
  have hcut : 0 ≤ ∑ i ∈ S, ∑ j ∈ Sᶜ, w i j * (x i - x j) ^ 2 :=
    Finset.sum_nonneg fun i _ => Finset.sum_nonneg fun j _ => mul_nonneg (hpos i j) (sq_nonneg _)
  have hn : part S x ⬝ᵥ part S x + part Sᶜ x ⬝ᵥ part Sᶜ x = 1 := by
    rw [← hx1]
    simp only [dotProduct, part]
    rw [Finset.sum_coe_sort S (fun i => x i * x i), Finset.sum_coe_sort Sᶜ (fun i => x i * x i),
      Finset.sum_add_sum_compl]
  have hmn : m * (part S x ⬝ᵥ part S x) + m * (part Sᶜ x ⬝ᵥ part Sᶜ x) = m := by
    rw [← mul_add, hn, mul_one]
  linarith [energy_split hw U x S]

end

end DirichletNeumannBracketing
```

Physically, nonnegative weights mean that a difference between neighbouring amplitudes costs energy, as in a kinetic energy discretised with nearest-neighbour differences on a grid; the hopping amplitudes are then $-w_{ij}\le 0$. Higher-order difference formulas can contain weights of both signs, and the lower bound is then not guaranteed. For a single particle in such a finite tight-binding model, diagonalising the Neumann and the Dirichlet matrix of each of two fragments encloses the ground energy of the whole system.

The theorem concerns real matrices and the lowest level only. It covers neither complex hopping phases, nor excited levels, nor interactions between particles, nor a continuum limit. It also gives no separate estimate of the width of the bracket. Comparing the definitions by hand shows where that width comes from: $D_R$ is $N_R$ plus, at each site of $R$, the total weight of its cut bonds, so the two bounds coincide when no bond of nonzero weight is cut.

```lean
#print axioms DirichletNeumannBracketing.groundEnergy_isLeast
#print axioms DirichletNeumannBracketing.bracketing
```

```
'DirichletNeumannBracketing.groundEnergy_isLeast' depends on axioms: [propext, Classical.choice, Quot.sound]
'DirichletNeumannBracketing.bracketing' depends on axioms: [propext, Classical.choice, Quot.sound]
```
